# Mean recoil energy and bounds on the recoil-free fraction for one particle in a real state

Q: Take a free particle of mass M on a line, with a real, normalised wave function ψ and ħ = 1. A momentum transfer k turns ψ into exp(ikx) ψ. The derivative becomes exp(ikx)(ψ' + ikψ), and since ψ and ψ' are real,

|ψ' + ikψ|² = ψ'² + k²ψ².

Integrating and dividing by 2M, I find that the kinetic energy has risen by k²/(2M). Lipkin's sum rule is about a nucleus bound in a crystal. What does a potential change?

A: A local potential V changes nothing in the difference, because |exp(ikx) ψ|² = |ψ|². The particle gains k²/(2M) on average, however tightly it is bound. The crystal itself is not modelled here: this file treats one particle in a fixed one-dimensional potential, with no phonons, no neighbouring atoms and no thermal average.

```lean
import Mathlib

open MeasureTheory ComplexConjugate

namespace LipkinSumRule

noncomputable section
```

The kick is multiplication by a phase:

```lean
/-- The state after a momentum transfer `k` (units with ħ = 1): `exp(ikx) ψ(x)`. -/
def kick (k : ℝ) (ψ : ℝ → ℂ) (x : ℝ) : ℂ :=
  Complex.exp (((k * x : ℝ) : ℂ) * Complex.I) * ψ x
```

Q: And the energy? I would have written ⟨ψ|H|ψ⟩ with a second derivative.

A: The file uses the form obtained after integration by parts, which needs only first derivatives:

E[f] = ∫ (|f'|²/(2M) + V|f|²) dx.

```lean
/-- The energy functional of a particle of mass `M ≠ 0` in the potential `V`. -/
def energy (M : ℝ) (V : ℝ → ℝ) (f : ℝ → ℂ) : ℝ :=
  ∫ x, (‖deriv f x‖ ^ 2 / (2 * M) + V x * ‖f x‖ ^ 2)
```

For complex ψ a second quantity enters, the mean momentum ⟨p⟩ = ∫ Im(conj(ψ) ψ') dx, where conj is complex conjugation.

```lean
/-- The mean momentum, the integral of `Im (ψ* ψ')`. -/
def meanMomentum (ψ : ℝ → ℂ) : ℝ := ∫ x, (conj (ψ x) * deriv ψ x).im
```

Q: Where is the recoil-free fraction?

A: It is the probability of finding the kicked particle in its original state. For a nondegenerate energy level, that means no energy has gone into its motion. The amplitude is the Fourier integral of the density,

F(k) = ∫ |ψ|² exp(ikx) dx,

and the fraction is |F(k)|². The file defines the fraction as an overlap, separately from F, and proves later that the two agree.

```lean
/-- The form factor, the Fourier integral of the density `|ψ|²`. -/
def formFactor (k : ℝ) (ψ : ℝ → ℂ) : ℂ :=
  ∫ x : ℝ, ((‖ψ x‖ ^ 2 : ℝ) : ℂ) * Complex.exp (((k * x : ℝ) : ℂ) * Complex.I)

/-- The recoil-free fraction `|⟨ψ, exp(ikx) ψ⟩|²`: for normalised `ψ`, the probability of finding
the kicked particle in its original state. -/
def recoilFree (k : ℝ) (ψ : ℝ → ℂ) : ℝ := ‖∫ x, conj (ψ x) * kick k ψ x‖ ^ 2
```

Q: An integral in Lean always has a value. How do I know these are not meaningless?

A: Lean gives a non-integrable function the integral 0, so a density whose integral is 1 must be integrable; for the kinetic, potential and x² terms, integrability is assumed explicitly.

```lean
/-- A normalised state has an integrable density. -/
theorem integrable_density {ψ : ℝ → ℂ} (h1 : ∫ x, ‖ψ x‖ ^ 2 = 1) :
    Integrable (fun x => ‖ψ x‖ ^ 2) := by
  by_contra h
  exact zero_ne_one ((integral_undef h).symm.trans h1)
```

Q: Then do the energy balance for complex ψ.

A: Expanding the square gives a cross term:

|ψ' + ikψ|² = |ψ'|² + 2k Im(conj(ψ) ψ') + k²|ψ|².

The next lemma proves this at each point. It differentiates with the product rule, removes the phase of modulus one, and compares real and imaginary parts with `ring`.

```lean
/-- The kick adds to `|ψ'|²` a term linear in `k` with the current and a term `k² |ψ|²`. -/
theorem normSq_deriv_kick (k : ℝ) {ψ : ℝ → ℂ} (hd : Differentiable ℝ ψ) (x : ℝ) :
    ‖deriv (kick k ψ) x‖ ^ 2 =
      ‖deriv ψ x‖ ^ 2 + 2 * k * (conj (ψ x) * deriv ψ x).im + k ^ 2 * ‖ψ x‖ ^ 2 := by
  have h0 : HasDerivAt (fun y : ℝ => k * y) k x :=
    ((hasDerivAt_id' x).const_mul k).congr_deriv (mul_one k)
  have h1 : HasDerivAt (fun y : ℝ => ((k * y : ℝ) : ℂ) * Complex.I) ((k : ℂ) * Complex.I) x :=
    h0.ofReal_comp.mul_const Complex.I
  have h2 : HasDerivAt (kick k ψ) (Complex.exp (((k * x : ℝ) : ℂ) * Complex.I) *
      (deriv ψ x + (k : ℂ) * Complex.I * ψ x)) x :=
    (h1.cexp.fun_mul (hd x).hasDerivAt).congr_deriv (by ring)
  -- the phase has modulus one, the rest is algebra of real and imaginary parts
  rw [h2.deriv, norm_mul, Complex.norm_exp_ofReal_mul_I, one_mul]
  simp only [← Complex.normSq_eq_norm_sq, Complex.normSq_apply, Complex.add_re, Complex.add_im,
    Complex.mul_re, Complex.mul_im, Complex.ofReal_re, Complex.ofReal_im, Complex.I_re,
    Complex.I_im, Complex.conj_re, Complex.conj_im]
  ring
```

Before integrating term by term, we need the current to be integrable. It is, because

|Im(conj(ψ) ψ')| ≤ |ψ| |ψ'| ≤ |ψ|² + |ψ'|².

Integration then gives

E[exp(ikx) ψ] − E[ψ] = (k/M)⟨p⟩ + k²/(2M).

Lean states this multiplied by 2M. In the proof, `hJ` is the domination argument, `key` the pointwise identity, and `hE` the integrated one.

```lean
/-- Mean energy transfer to a differentiable, normalised state of finite kinetic and potential
energy: `2M` times it equals `k² + 2k⟨p⟩`, whatever the potential. -/
theorem energy_transfer {M : ℝ} (hM : 0 < M) (k : ℝ) {V : ℝ → ℝ} {ψ : ℝ → ℂ}
    (hd : Differentiable ℝ ψ) (h1 : ∫ x, ‖ψ x‖ ^ 2 = 1)
    (hT : Integrable (fun x => ‖deriv ψ x‖ ^ 2))
    (hV : Integrable (fun x => V x * ‖ψ x‖ ^ 2)) :
    2 * M * (energy M V (kick k ψ) - energy M V ψ) = k ^ 2 + 2 * k * meanMomentum ψ := by
  have hρ := integrable_density h1
  -- the current is dominated by the density plus the kinetic density
  have hJ : Integrable (fun x => (conj (ψ x) * deriv ψ x).im) := by
    refine (hρ.add hT).mono' (Complex.measurable_im.comp
      ((Complex.continuous_conj.measurable.comp hd.continuous.measurable).mul
        (measurable_deriv ψ))).aestronglyMeasurable (Filter.Eventually.of_forall fun x => ?_)
    have h := Complex.abs_im_le_norm (conj (ψ x) * deriv ψ x)
    rw [norm_mul, Complex.norm_conj] at h
    change |(conj (ψ x) * deriv ψ x).im| ≤ ‖ψ x‖ ^ 2 + ‖deriv ψ x‖ ^ 2
    nlinarith [sq_nonneg (‖ψ x‖ - ‖deriv ψ x‖), sq_nonneg ‖ψ x‖, sq_nonneg ‖deriv ψ x‖]
  have key : ∀ x, ‖deriv (kick k ψ) x‖ ^ 2 / (2 * M) + V x * ‖kick k ψ x‖ ^ 2 =
      (‖deriv ψ x‖ ^ 2 / (2 * M) + V x * ‖ψ x‖ ^ 2) +
        (k / M * (conj (ψ x) * deriv ψ x).im + k ^ 2 / (2 * M) * ‖ψ x‖ ^ 2) := by
    intro x
    rw [normSq_deriv_kick k hd x, kick, norm_mul, Complex.norm_exp_ofReal_mul_I, one_mul]
    field_simp
    ring
  have hA : Integrable (fun x => ‖deriv ψ x‖ ^ 2 / (2 * M) + V x * ‖ψ x‖ ^ 2) :=
    (hT.div_const _).add hV
  have hB : Integrable (fun x => k / M * (conj (ψ x) * deriv ψ x).im +
      k ^ 2 / (2 * M) * ‖ψ x‖ ^ 2) := (hJ.const_mul _).add (hρ.const_mul _)
  have hE : energy M V (kick k ψ) =
      energy M V ψ + (k / M * meanMomentum ψ + k ^ 2 / (2 * M)) := by
    unfold energy meanMomentum
    simp only [key]
    rw [integral_add hA hB, integral_add (hJ.const_mul _) (hρ.const_mul _),
      integral_const_mul, integral_const_mul, h1, mul_one]
  rw [hE]
  field_simp
  ring
```

Q: So the plain k²/(2M) needs ⟨p⟩ = 0.

A: For k ≠ 0, yes. A real ψ guarantees it, since conj(ψ) ψ' is then real and the current vanishes everywhere. ψ need not be an eigenstate.

Q: Now the recoil-free fraction. How do you bound the modulus of a complex integral from below?

A: First, the overlap is identified with F, because conj(ψ) exp(ikx) ψ = |ψ|² exp(ikx):

```lean
/-- The recoil-free fraction is the squared modulus of the form factor. -/
theorem recoilFree_eq (k : ℝ) (ψ : ℝ → ℂ) : recoilFree k ψ = ‖formFactor k ψ‖ ^ 2 := by
  have h : ∀ x, conj (ψ x) * kick k ψ x =
      ((‖ψ x‖ ^ 2 : ℝ) : ℂ) * Complex.exp (((k * x : ℝ) : ℂ) * Complex.I) := by
    intro x
    rw [kick, mul_left_comm, Complex.conj_mul', Complex.ofReal_pow, mul_comm]
  simp only [recoilFree, formFactor, h]
```

Then choose a real phase θ and look at F along that direction:

Re(exp(−iθ) F(k)) = ∫ |ψ|² cos(kx − θ) dx.

The left side is at most |F(k)|, and the right side is a real integral that can be estimated point by point.

```lean
/-- The component of the form factor along the phase `θ` is the integral of `|ψ|² cos(kx - θ)`. -/
theorem formFactor_projection (k θ : ℝ) {ψ : ℝ → ℂ} (hψ : Continuous ψ)
    (hρ : Integrable (fun x => ‖ψ x‖ ^ 2)) :
    (Complex.exp (((-θ : ℝ) : ℂ) * Complex.I) * formFactor k ψ).re =
      ∫ x, ‖ψ x‖ ^ 2 * Real.cos (k * x - θ) := by
  have hg : Integrable (fun x : ℝ => Complex.exp (((-θ : ℝ) : ℂ) * Complex.I) *
      (((‖ψ x‖ ^ 2 : ℝ) : ℂ) * Complex.exp (((k * x : ℝ) : ℂ) * Complex.I))) := by
    refine (hρ.mono' (Continuous.aestronglyMeasurable (by fun_prop))
      (Filter.Eventually.of_forall fun x => le_of_eq ?_)).const_mul _
    rw [norm_mul, Complex.norm_exp_ofReal_mul_I, mul_one, Complex.norm_real,
      Real.norm_of_nonneg (by positivity)]
  have h := Complex.reCLM.integral_comp_comm hg
  simp only [Complex.reCLM_apply] at h
  rw [formFactor, ← integral_const_mul, ← h]
  refine integral_congr_ae (Filter.Eventually.of_forall fun x => ?_)
  have e : Complex.exp (((-θ : ℝ) : ℂ) * Complex.I) *
      (((‖ψ x‖ ^ 2 : ℝ) : ℂ) * Complex.exp (((k * x : ℝ) : ℂ) * Complex.I)) =
      ((‖ψ x‖ ^ 2 : ℝ) : ℂ) * Complex.exp (((k * x - θ : ℝ) : ℂ) * Complex.I) := by
    rw [mul_left_comm, ← Complex.exp_add]
    congr 2
    push_cast
    ring
  beta_reduce
  rw [e, Complex.re_ofReal_mul, Complex.exp_ofReal_mul_I_re]
```

Q: Taking the real part inside the integral looks harmless. Does Lean need an argument for it?

A: It does, and both the lower bound and the strict upper bound turn on that step. `Complex.reCLM` is the real part packaged as a continuous linear map from ℂ to ℝ. Its `integral_comp_comm` says that such a map commutes with the integral of an integrable function. Integrability is supplied by `hg`: the integrand has modulus |ψ|². Being linear over ℝ is enough, which matters because taking the real part is not linear over ℂ.

The cosine integral is also integrable, since |cos| ≤ 1:

```lean
/-- The density times a cosine is integrable. -/
theorem integrable_cos (k θ : ℝ) {ψ : ℝ → ℂ} (hψ : Continuous ψ)
    (hρ : Integrable (fun x => ‖ψ x‖ ^ 2)) :
    Integrable (fun x => ‖ψ x‖ ^ 2 * Real.cos (k * x - θ)) := by
  refine hρ.mono' (Continuous.aestronglyMeasurable (by fun_prop))
    (Filter.Eventually.of_forall fun x => ?_)
  rw [norm_mul, Real.norm_of_nonneg (by positivity), Real.norm_eq_abs]
  exact mul_le_of_le_one_right (by positivity) (Real.abs_cos_le_one _)
```

Q: And the lower bound itself?

A: Fix a centre m, put θ = km, and write S = ∫ (x − m)²|ψ|² dx. We assume that ⟨x²⟩ is finite; then S is finite too, because (x − m)² ≤ 2x² + 2m². From cos y ≥ 1 − y²/2 we get

|F(k)| ≥ ∫ |ψ|² cos(k(x − m)) dx ≥ 1 − k²S/2.

Since (|F(k)| − 1)² ≥ 0,

|F(k)|² ≥ 2|F(k)| − 1 ≥ 1 − k²S.

This holds even when the right side is negative, though it then says nothing useful. In Lean, `integral_mono` carries out the comparison of integrals and the last `nlinarith` uses the square.

```lean
/-- The recoil-free fraction of a continuous, normalised state with finite `⟨x²⟩` is at least `1 -
k²⟨(x - m)²⟩` for every centre `m`. -/
theorem recoilFree_ge (k m : ℝ) {ψ : ℝ → ℂ} (hψ : Continuous ψ)
    (h1 : ∫ x, ‖ψ x‖ ^ 2 = 1) (hX : Integrable (fun x => x ^ 2 * ‖ψ x‖ ^ 2)) :
    1 - k ^ 2 * ∫ x, (x - m) ^ 2 * ‖ψ x‖ ^ 2 ≤ recoilFree k ψ := by
  have hρ := integrable_density h1
  have hS : Integrable (fun x => (x - m) ^ 2 * ‖ψ x‖ ^ 2) := by
    refine ((hX.const_mul 2).add (hρ.const_mul (2 * m ^ 2))).mono'
      (Continuous.aestronglyMeasurable (by fun_prop)) (Filter.Eventually.of_forall fun x => ?_)
    rw [Real.norm_of_nonneg (by positivity)]
    change (x - m) ^ 2 * ‖ψ x‖ ^ 2 ≤ 2 * (x ^ 2 * ‖ψ x‖ ^ 2) + 2 * m ^ 2 * ‖ψ x‖ ^ 2
    nlinarith [mul_nonneg (sq_nonneg (x + m)) (sq_nonneg ‖ψ x‖)]
  -- compare the cosine with its parabola
  have hmono : ∫ x, (‖ψ x‖ ^ 2 - k ^ 2 / 2 * ((x - m) ^ 2 * ‖ψ x‖ ^ 2)) ≤
      ∫ x, ‖ψ x‖ ^ 2 * Real.cos (k * x - k * m) := by
    refine integral_mono (hρ.sub (hS.const_mul _)) (integrable_cos k _ hψ hρ) fun x => ?_
    have h := mul_le_mul_of_nonneg_left
      (Real.one_sub_sq_div_two_le_cos (x := k * x - k * m)) (sq_nonneg ‖ψ x‖)
    beta_reduce
    linarith
  rw [integral_sub hρ (hS.const_mul _), integral_const_mul, h1,
    ← formFactor_projection k (k * m) hψ hρ] at hmono
  have hn := Complex.re_le_norm
    (Complex.exp (((-(k * m) : ℝ) : ℂ) * Complex.I) * formFactor k ψ)
  rw [norm_mul, Complex.norm_exp_ofReal_mul_I, one_mul] at hn
  rw [recoilFree_eq]
  nlinarith [sq_nonneg (‖formFactor k ψ‖ - 1)]
```

With m = 0 the bound contains ⟨x²⟩; with m = ⟨x⟩ it contains the variance, so the choice of origin no longer matters.

Q: The upper bound must be the triangle inequality.

A: Yes: |F(k)| ≤ ∫ |ψ|² dx = 1.

```lean
/-- The modulus of the form factor of a normalised state is at most one. -/
theorem norm_formFactor_le_one (k : ℝ) {ψ : ℝ → ℂ} (h1 : ∫ x, ‖ψ x‖ ^ 2 = 1) :
    ‖formFactor k ψ‖ ≤ 1 := by
  refine (norm_integral_le_integral_norm _).trans (le_of_eq ?_)
  rw [← h1]
  refine integral_congr_ae (Filter.Eventually.of_forall fun x => ?_)
  beta_reduce
  rw [norm_mul, Complex.norm_exp_ofReal_mul_I, mul_one, Complex.norm_real,
    Real.norm_of_nonneg (by positivity)]
```

Q: Can a nonzero kick leave the particle in its original state with certainty?

A: No. Suppose |F(k)| = 1 with k ≠ 0, and let θ be the argument of F(k). Projecting on θ gives

∫ |ψ|² (1 − cos(kx − θ)) dx = 0.

The integrand is nonnegative, so it vanishes almost everywhere. The cosine equals 1 only at x = (2πn + θ)/k with n an integer, a countable set of measure zero. Hence |ψ|² = 0 almost everywhere, which contradicts normalisation. In the proof, `hae` is the vanishing integrand and `hcount` the null set.

```lean
/-- For a nonzero momentum transfer the recoil-free fraction of a continuous, normalised state is
strictly below one. -/
theorem recoilFree_lt_one {k : ℝ} (hk : k ≠ 0) {ψ : ℝ → ℂ} (hψ : Continuous ψ)
    (h1 : ∫ x, ‖ψ x‖ ^ 2 = 1) : recoilFree k ψ < 1 := by
  have hρ := integrable_density h1
  rw [recoilFree_eq]
  refine pow_lt_one₀ (norm_nonneg _) (lt_of_le_of_ne (norm_formFactor_le_one k h1) ?_) two_ne_zero
  intro hF
  -- project on the phase of the form factor itself
  set θ := (formFactor k ψ).arg with hθ
  have hp := formFactor_projection k θ hψ hρ
  have hF' : formFactor k ψ = Complex.exp ((θ : ℂ) * Complex.I) := by
    have h := Complex.norm_mul_exp_arg_mul_I (formFactor k ψ)
    rw [hF, Complex.ofReal_one, one_mul] at h
    exact h.symm
  have hone : Complex.exp (((-θ : ℝ) : ℂ) * Complex.I) * Complex.exp ((θ : ℂ) * Complex.I)
      = 1 := by
    rw [← Complex.exp_add, Complex.ofReal_neg, neg_mul, neg_add_cancel, Complex.exp_zero]
  rw [hF', hone, Complex.one_re] at hp
  have hc := integrable_cos k θ hψ hρ
  have hz : ∫ x, (‖ψ x‖ ^ 2 - ‖ψ x‖ ^ 2 * Real.cos (k * x - θ)) = 0 := by
    rw [integral_sub hρ hc, h1, ← hp, sub_self]
  have hnn : 0 ≤ fun x => ‖ψ x‖ ^ 2 - ‖ψ x‖ ^ 2 * Real.cos (k * x - θ) := fun x =>
    sub_nonneg.2 (mul_le_of_le_one_right (sq_nonneg _) (Real.cos_le_one _))
  have hae := (integral_eq_zero_iff_of_nonneg hnn (hρ.sub hc)).1 hz
  -- the points where the cosine equals one are countable
  have hcount : (Set.range fun n : ℤ => ((n : ℝ) * (2 * Real.pi) + θ) / k)ᶜ ∈ ae volume :=
    compl_mem_ae_iff.2 ((Set.countable_range _).measure_zero volume)
  have hzero : ∫ x, ‖ψ x‖ ^ 2 = 0 := by
    refine integral_eq_zero_of_ae ?_
    filter_upwards [hae, hcount] with x hx hxn
    have hx' : ‖ψ x‖ ^ 2 * (1 - Real.cos (k * x - θ)) = 0 := by
      have h : ‖ψ x‖ ^ 2 - ‖ψ x‖ ^ 2 * Real.cos (k * x - θ) = 0 := hx
      linarith
    rcases mul_eq_zero.1 hx' with h | h
    · exact h
    · obtain ⟨n, hn⟩ := (Real.cos_eq_one_iff _).1 (sub_eq_zero.1 h).symm
      refine absurd ⟨n, ?_⟩ hxn
      beta_reduce
      rw [hn, sub_add_cancel, mul_div_cancel_left₀ x hk]
  exact zero_ne_one (hzero.symm.trans h1)
```

Q: Read me the final theorem as physics.

A: Let M > 0, let k be any real number, and let V be a real potential. Let ψ be real, differentiable everywhere and normalised, with ψ'², Vψ² and x²ψ² integrable. Then

2M (E[exp(ikx) ψ] − E[ψ]) = k²,

1 − k²⟨x²⟩ ≤ |F(k)|² ≤ 1.

Dividing the first line by 2M gives the recoil energy k²/(2M) of a free particle at rest. The functions `V` and `ψ` have type `ℝ → ℝ`, and ψ is cast into ℂ so that it can be kicked. The proof shows that the current vanishes, applies `energy_transfer`, and takes the lower bound at m = 0. The upper bound here is not strict, because k = 0 is allowed.

```lean
/-- Lipkin's sum rule for one particle on a line, with bounds on the recoil-free fraction, for a
real, differentiable, normalised state with the stated integrals finite: `2M` times the mean energy
transfer is `k²`, and the fraction lies between `1 - k²⟨x²⟩` and 1. -/
theorem lipkin_sum_rule {M : ℝ} (hM : 0 < M) (k : ℝ) {V ψ : ℝ → ℝ}
    (hd : Differentiable ℝ ψ) (h1 : ∫ x, ψ x ^ 2 = 1)
    (hT : Integrable (fun x => deriv ψ x ^ 2)) (hV : Integrable (fun x => V x * ψ x ^ 2))
    (hX : Integrable (fun x => x ^ 2 * ψ x ^ 2)) :
    2 * M * (energy M V (kick k fun x => (ψ x : ℂ)) - energy M V fun x => (ψ x : ℂ)) = k ^ 2 ∧
      1 - k ^ 2 * ∫ x, x ^ 2 * ψ x ^ 2 ≤ recoilFree k (fun x => (ψ x : ℂ)) ∧
      recoilFree k (fun x => (ψ x : ℂ)) ≤ 1 := by
  have hn : ∀ r : ℝ, ‖(r : ℂ)‖ ^ 2 = r ^ 2 := fun r => by
    rw [Complex.norm_real, Real.norm_eq_abs, sq_abs]
  have hD : ∀ x, HasDerivAt (fun y => (ψ y : ℂ)) ((deriv ψ x : ℝ) : ℂ) x := fun x =>
    (hd x).hasDerivAt.ofReal_comp
  have hdC : Differentiable ℝ (fun x => (ψ x : ℂ)) := fun x => (hD x).differentiableAt
  have h1C : ∫ x, ‖(ψ x : ℂ)‖ ^ 2 = 1 := by simpa only [hn] using h1
  -- a real wave function carries no current
  have hp : meanMomentum (fun x => (ψ x : ℂ)) = 0 := by
    have h : ∀ x, (conj (ψ x : ℂ) * deriv (fun y => (ψ y : ℂ)) x).im = 0 := fun x => by
      rw [(hD x).deriv, Complex.conj_ofReal, ← Complex.ofReal_mul, Complex.ofReal_im]
    simp only [meanMomentum, h, integral_zero]
  refine ⟨?_, ?_, ?_⟩
  · have h := energy_transfer (V := V) hM k hdC h1C
      (by simpa only [(hD _).deriv, hn] using hT) (by simpa only [hn] using hV)
    rwa [hp, mul_zero, add_zero] at h
  · have h := recoilFree_ge k 0 hdC.continuous h1C (by simpa only [hn] using hX)
    simpa only [hn, sub_zero] using h
  · rw [recoilFree_eq]
    exact pow_le_one₀ (norm_nonneg _) (norm_formFactor_le_one k h1C)

end

end LipkinSumRule
```

```lean
#print axioms LipkinSumRule.recoilFree_lt_one
#print axioms LipkinSumRule.lipkin_sum_rule
```

```
'LipkinSumRule.recoilFree_lt_one' depends on axioms: [propext, Classical.choice, Quot.sound]
'LipkinSumRule.lipkin_sum_rule' depends on axioms: [propext, Classical.choice, Quot.sound]
```

Q: What could I do with it?

A: If you compute an energy-transfer spectrum for one particle in a fixed, local, one-dimensional potential, starting from a real eigenstate, its mean should equal k²/(2M). Missing final states or a discretisation error can show up as a deviation. The lower bound likewise ties the recoil-free fraction to the mean square displacement, the quantity that enters a Debye-Waller factor, without assuming that V is harmonic.
